# Peierls distortion: with zero site energies and a fixed mean hopping, no ring has a larger sum of its N lowest levels than the uniform ring

Take a ring of n ≥ 3 sites with zero site energies and real nearest-neighbour hoppings t_i. The sum of its N lowest eigenvalues, for any N ≤ n, is at most the sum for the ring in which every hopping equals the mean of the t_i.

The physical question is whether electrons on a ring of atoms resist or favour a distortion that makes some bonds stronger and others weaker. At fixed mean hopping, such a distortion never raises their energy. In electronic structure this is the electronic part of the argument for bond alternation in conjugated rings, here for a finite ring of non-interacting electrons.

The derivation averages the distorted ring over all its translates, which yields the uniform ring, and uses the concavity of the energy in the Hamiltonian. The concavity is proved first. It holds for Hermitian matrices of any finite size, with basis states labelled by a finite type `ι`.

```lean
import Mathlib

open Matrix

namespace PeierlsRing

noncomputable section

variable {ι : Type*} [Fintype ι] [DecidableEq ι]
```

## The energy of N fermions as a minimum over fillings

Let A be a Hermitian one-particle Hamiltonian with eigenvalues ε_i, counted with multiplicity. N non-interacting spinless fermions occupy N different eigenstates, so their ground-state energy is

E_N(A) = min over sets s with |s| = N of Σ_{i∈s} ε_i,

which is the sum of the N lowest eigenvalues. In Lean this is `groundEnergy hA N hN`. The argument `hA` says that A is Hermitian, and `hN` says that N does not exceed the number of states, so there is at least one filling to minimise over. With two spin states per level, 2N electrons have twice this energy.

```lean
/-- Ground-state energy of `N` independent spinless fermions with one-particle Hamiltonian `A`:
the least sum of `N` eigenvalues, for `N` at most the number of sites. -/
def groundEnergy {A : Matrix ι ι ℂ} (hA : A.IsHermitian) (N : ℕ)
    (hN : N ≤ Fintype.card ι) : ℝ :=
  (Finset.powersetCard N Finset.univ).inf'
    (Finset.powersetCard_nonempty.2 (by simpa using hN)) (fun s => ∑ i ∈ s, hA.eigenvalues i)
```

## Orbitals and their squared overlaps

The spectral theorem gives A = V D V†, with V unitary and D the diagonal matrix of the ε_i. Multiplying by V† on the left and V on the right gives

V† A V = D.

Lean writes † as `ᴴ`.

```lean
/-- A Hermitian Hamiltonian is diagonal, with its eigenvalues as entries, in some
orthonormal basis. -/
theorem exists_eigenframe {A : Matrix ι ι ℂ} (hA : A.IsHermitian) :
    ∃ V : Matrix ι ι ℂ, Vᴴ * V = 1 ∧
      Vᴴ * A * V = diagonal (fun i => (hA.eigenvalues i : ℂ)) := by
  let V : Matrix ι ι ℂ := hA.eigenvectorUnitary
  have hV : Vᴴ * V = 1 := Matrix.mem_unitaryGroup_iff'.1 hA.eigenvectorUnitary.2
  have h := hA.spectral_theorem
  rw [Unitary.conjStarAlgAut_apply] at h
  refine ⟨V, hV, ?_⟩
  calc Vᴴ * A * V
      = Vᴴ * (V * diagonal (fun i => (hA.eigenvalues i : ℂ)) * Vᴴ) * V :=
        congrArg (fun X => Vᴴ * X * V) h
    _ = (Vᴴ * V) * diagonal (fun i => (hA.eigenvalues i : ℂ)) * (Vᴴ * V) := by
        simp only [Matrix.mul_assoc]
    _ = diagonal (fun i => (hA.eigenvalues i : ℂ)) := by rw [hV, one_mul, mul_one]
```

If X†X = 1, the i-th diagonal entry of this equation reads

Σ_j |X_ji|² = 1.

The lemma takes the real part of that entry and recognises each term as a squared modulus, `Complex.normSq`.

```lean
/-- Each column of a unitary matrix has total weight one. -/
theorem column_weight {X : Matrix ι ι ℂ} (h : Xᴴ * X = 1) (i : ι) :
    ∑ j, Complex.normSq (X j i) = 1 := by
  have h1 := congrArg Complex.re (congrFun (congrFun h i) i)
  rw [Matrix.mul_apply, Complex.re_sum, Matrix.one_apply_eq, Complex.one_re] at h1
  rw [← h1]
  refine Finset.sum_congr rfl fun j _ => ?_
  rw [conjTranspose_apply, Complex.star_def, Complex.mul_re, Complex.conj_re, Complex.conj_im,
    Complex.normSq_apply]
  ring
```

## No N orthonormal orbitals lie below the ground-state energy

Let the columns of a unitary matrix U be orthonormal orbitals (U is not an interaction strength here), and let s select N of them. The claim is

E_N(A) ≤ Σ_{i∈s} (U†AU)_ii.

Put W = V†U, so that W_ji is the overlap of orbital i with eigenvector j. Then U = VW, W is unitary, and

(U†AU)_ii = (W†DW)_ii = Σ_j |W_ji|² ε_j.

The numbers M_ij = |W_ji|² are nonnegative. Summed over j they give 1 by the column lemma for W, and summed over i they give 1 by the same lemma for W†. By Birkhoff's theorem such a matrix is a mixture of permutation matrices, with weights w_σ ≥ 0 and Σ_σ w_σ = 1. Hence

(U†AU)_ii = Σ_σ w_σ ε_σ(i),

Σ_{i∈s} (U†AU)_ii = Σ_σ w_σ Σ_{i∈s} ε_σ(i).

A permutation σ sends s to N different levels, so each inner sum is at least E_N(A). So is their weighted average.

In the proof, `hds` establishes the row and column sums, `hent` is the formula for one orbital, `hσ` is the bound for one permutation, and the closing `calc` takes the average. The diagonal entries of U†AU are real already; `.re` only turns them into real numbers for the comparison.

```lean
/-- Variational principle: the summed energy expectation values of `N` orthonormal orbitals,
taken as columns of a unitary matrix, are at least the ground-state energy. -/
theorem groundEnergy_le {A : Matrix ι ι ℂ} (hA : A.IsHermitian) {N : ℕ}
    (hN : N ≤ Fintype.card ι) {U : Matrix ι ι ℂ} (hU : Uᴴ * U = 1) (s : Finset ι)
    (hs : s.card = N) : groundEnergy hA N hN ≤ ∑ i ∈ s, ((Uᴴ * A * U) i i).re := by
  obtain ⟨V, hV, hD⟩ := exists_eigenframe hA
  have hV' : V * Vᴴ = 1 := mul_eq_one_comm.1 hV
  -- `W` holds the overlaps of the orbitals with the eigenvectors
  obtain ⟨W, hW⟩ : ∃ W, W = Vᴴ * U := ⟨_, rfl⟩
  have hUW : U = V * W := by rw [hW, ← Matrix.mul_assoc, hV', one_mul]
  have hWW : Wᴴ * W = 1 := by
    rw [hW, conjTranspose_mul, conjTranspose_conjTranspose, Matrix.mul_assoc,
      ← Matrix.mul_assoc V, hV', one_mul, hU]
  have hrow : ∀ j, ∑ i, Complex.normSq (W j i) = 1 := by
    intro j
    have h := column_weight (X := Wᴴ)
      (by rw [conjTranspose_conjTranspose]; exact mul_eq_one_comm.1 hWW) j
    simpa [conjTranspose_apply, Complex.normSq_conj] using h
  -- the squared overlaps are a mixture of permutations (Birkhoff)
  have hds : (Matrix.of fun i j => Complex.normSq (W j i)) ∈ doublyStochastic ℝ ι :=
    mem_doublyStochastic_iff_sum.2
      ⟨fun _ _ => Complex.normSq_nonneg _, column_weight hWW, hrow⟩
  obtain ⟨w, hw, hw1, hM⟩ := exists_eq_sum_perm_of_mem_doublyStochastic hds
  have hent : ∀ i, ((Uᴴ * A * U) i i).re = ∑ σ, w σ * hA.eigenvalues (σ i) := by
    intro i
    have hUA : Uᴴ * A * U = Wᴴ * diagonal (fun i => (hA.eigenvalues i : ℂ)) * W := by
      rw [← hD, hUW, conjTranspose_mul]
      simp only [Matrix.mul_assoc]
    have h1 : ((Uᴴ * A * U) i i).re = ∑ j, Complex.normSq (W j i) * hA.eigenvalues j := by
      rw [hUA, Matrix.mul_apply, Complex.re_sum]
      refine Finset.sum_congr rfl fun j _ => ?_
      rw [Matrix.mul_diagonal, conjTranspose_apply, Complex.star_def, Complex.normSq_apply]
      simp only [Complex.mul_re, Complex.mul_im, Complex.conj_re, Complex.conj_im,
        Complex.ofReal_re, Complex.ofReal_im]
      ring
    have h := fun j => congrFun (congrFun hM i) j
    simp only [Matrix.sum_apply, Matrix.smul_apply, smul_eq_mul, Equiv.Perm.permMatrix,
      PEquiv.toMatrix_apply, Equiv.toPEquiv_apply, Option.mem_def, Option.some.injEq,
      of_apply] at h
    rw [h1]
    simp only [← h, Finset.sum_mul]
    rw [Finset.sum_comm]
    simp
  have hσ : ∀ σ : Equiv.Perm ι, groundEnergy hA N hN ≤ ∑ i ∈ s, hA.eigenvalues (σ i) := by
    intro σ
    have h : groundEnergy hA N hN ≤ ∑ i ∈ s.map σ.toEmbedding, hA.eigenvalues i :=
      Finset.inf'_le (fun r => ∑ i ∈ r, hA.eigenvalues i)
        (Finset.mem_powersetCard.2 ⟨Finset.subset_univ _, by rw [Finset.card_map, hs]⟩)
    rw [Finset.sum_map] at h
    exact h
  calc groundEnergy hA N hN = ∑ σ, w σ * groundEnergy hA N hN := by
        rw [← Finset.sum_mul, hw1, one_mul]
    _ ≤ ∑ σ, w σ * ∑ i ∈ s, hA.eigenvalues (σ i) :=
        Finset.sum_le_sum fun σ _ => mul_le_mul_of_nonneg_left (hσ σ) (hw σ)
    _ = ∑ i ∈ s, ((Uᴴ * A * U) i i).re := by
        simp only [hent, Finset.mul_sum]
        exact Finset.sum_comm
```

## Mixing rotated Hamiltonians cannot lower the energy below the mixture

Suppose that

B = Σ_k w_k U_k† A_k U_k, with w_k ≥ 0 and every U_k unitary.

Let V now diagonalise B, and let r be a set of N levels with the least energy. The eigenvectors of B, rotated by U_k, serve as trial orbitals for A_k; they are the columns of U_kV:

E_N(B) = Σ_{i∈r} (V†BV)_ii

= Σ_k w_k Σ_{i∈r} ((U_kV)† A_k (U_kV))_ii

≥ Σ_k w_k E_N(A_k).

The last step is the previous inequality for the unitary matrix U_kV. With all U_k = 1 and two weights λ and 1 − λ, this is the concavity of the ground-state energy along a line of Hamiltonians, and so in any coupling that enters linearly. The Lean statement does not require the weights to add up to one.

In the code, `he` expands each eigenvalue of B, `hUV` checks that U_kV is unitary, and the `calc` block is the displayed chain read from right to left.

```lean
/-- Concavity: if `B` is a combination, with nonnegative weights, of unitarily rotated
Hamiltonians `A k`, its ground-state energy is at least the same combination of theirs. -/
theorem sum_groundEnergy_le {κ : Type*} [Fintype κ] (w : κ → ℝ) (hw : ∀ k, 0 ≤ w k)
    {A U : κ → Matrix ι ι ℂ} (hA : ∀ k, (A k).IsHermitian) (hU : ∀ k, (U k)ᴴ * U k = 1)
    {B : Matrix ι ι ℂ} (hB : B.IsHermitian)
    (h : B = ∑ k, (w k : ℂ) • ((U k)ᴴ * A k * U k)) {N : ℕ} (hN : N ≤ Fintype.card ι) :
    ∑ k, w k * groundEnergy (hA k) N hN ≤ groundEnergy hB N hN := by
  obtain ⟨V, hV, hD⟩ := exists_eigenframe hB
  obtain ⟨r, hr, hE⟩ : ∃ r ∈ Finset.powersetCard N Finset.univ,
      groundEnergy hB N hN = ∑ i ∈ r, hB.eigenvalues i := Finset.exists_mem_eq_inf' _ _
  have h1 : Vᴴ * B * V = ∑ k, (w k : ℂ) • ((U k * V)ᴴ * A k * (U k * V)) := by
    rw [h, Matrix.mul_sum, Matrix.sum_mul]
    refine Finset.sum_congr rfl fun k _ => ?_
    rw [Matrix.mul_smul, Matrix.smul_mul, conjTranspose_mul]
    simp only [Matrix.mul_assoc]
  rw [hD] at h1
  have he : ∀ i, hB.eigenvalues i
      = ∑ k, w k * (((U k * V)ᴴ * A k * (U k * V)) i i).re := by
    intro i
    have h2 := congrArg Complex.re (congrFun (congrFun h1 i) i)
    rw [Matrix.diagonal_apply_eq, Complex.ofReal_re, Matrix.sum_apply, Complex.re_sum] at h2
    refine h2.trans (Finset.sum_congr rfl fun k _ => ?_)
    rw [Matrix.smul_apply, smul_eq_mul, Complex.re_ofReal_mul]
  have hUV : ∀ k, (U k * V)ᴴ * (U k * V) = 1 := by
    intro k
    rw [conjTranspose_mul, Matrix.mul_assoc, ← Matrix.mul_assoc (U k)ᴴ, hU, one_mul, hV]
  -- the eigenvectors of `B` serve as trial orbitals for every `A k`
  calc ∑ k, w k * groundEnergy (hA k) N hN
      ≤ ∑ k, w k * ∑ i ∈ r, (((U k * V)ᴴ * A k * (U k * V)) i i).re :=
        Finset.sum_le_sum fun k _ => mul_le_mul_of_nonneg_left
          (groundEnergy_le (hA k) hN (hUV k) r (Finset.mem_powersetCard.1 hr).2) (hw k)
    _ = groundEnergy hB N hN := by
        rw [hE]
        simp only [he, Finset.mul_sum]
        exact Finset.sum_comm
```

## The ring and its translations

The sites are the integers modulo n, `ZMod n`, so that i + 1 closes the ring. The Hamiltonian H(t) has the entries

H_{i,i+1} = t_i, H_{i+1,i} = t_i*,

where the star is complex conjugation. Many textbooks write −t for the hopping; since t is arbitrary, that convention is included by a change of sign.

The code adds the two kinds of entry, and for n ≥ 3 they never meet. For n = 2 both bonds join the same pair of sites and H_{0,1} = t_0 + t_1*. For n = 1 the single entry is t_0 + t_0*. The theorems hold for these sizes too, with the matrix read in this way. The assumption `NeZero n` excludes only n = 0.

```lean
variable {n : ℕ} [NeZero n]

/-- Hamiltonian of a ring of `n` sites: `t i` couples site `i` to site `i + 1`, cyclically.
For `n ≥ 3` the diagonal is zero and every bond appears once. -/
def ringHamiltonian (t : ZMod n → ℂ) : Matrix (ZMod n) (ZMod n) ℂ :=
  Matrix.of fun i j => (if j = i + 1 then t i else 0) + (if i = j + 1 then star (t j) else 0)
```

Conjugate transposition exchanges the two terms, so H(t) is Hermitian.

```lean
omit [NeZero n] in
/-- The ring Hamiltonian is Hermitian. -/
theorem ring_isHermitian (t : ZMod n → ℂ) : (ringHamiltonian t).IsHermitian := by
  ext i j
  simp only [ringHamiltonian, conjTranspose_apply, of_apply, star_add, apply_ite star,
    star_star, star_zero]
  exact add_comm _ _
```

The energy of the ring is E_N(H(t)), with the condition on N written as N ≤ n.

```lean
/-- Sum of the `N` lowest eigenvalues of the ring with hoppings `t`, for `N ≤ n`. -/
def ringEnergy (t : ZMod n → ℂ) (N : ℕ) (hN : N ≤ n) : ℝ :=
  groundEnergy (ring_isHermitian t) N (hN.trans_eq (ZMod.card n).symm)
```

Let T_k be the operator that moves site j to site j + k.

```lean
/-- The operator that translates the ring by `k` sites. -/
def translation (k : ZMod n) : Matrix (ZMod n) (ZMod n) ℂ :=
  Matrix.of fun i j => if i = j + k then 1 else 0
```

Each row and column of T_k has a single entry 1, so conjugation only relabels the sites:

(T_k† M T_k)_ij = M_{i+k,j+k}.

```lean
/-- Conjugation with a translation shifts both site labels of an operator. -/
theorem translation_conj (k : ZMod n) (M : Matrix (ZMod n) (ZMod n) ℂ) (i j : ZMod n) :
    ((translation k)ᴴ * M * translation k) i j = M (i + k) (j + k) := by
  simp only [translation, Matrix.mul_apply, conjTranspose_apply, of_apply, apply_ite star,
    star_one, star_zero, ite_mul, one_mul, zero_mul, mul_ite, mul_one, mul_zero,
    Finset.sum_ite_eq', Finset.mem_univ, if_true]
```

## The uniform ring is the average of the translates

Write t̄ = (1/n) Σ_j t_j. Averaging the term t_i in the entry (i, i+1) over all translations gives

(1/n) Σ_k t_{i+k} = t̄,

because i + k runs through every site once. The conjugate terms, in the entries (i+1, i), average to t̄* in the same way, and entries that belong to no bond stay zero. Therefore

H(t̄, …, t̄) = (1/n) Σ_k T_k† H(t) T_k.

In the proof, `hc` says that a translation preserves the neighbour relation, and `hsum` says that a shifted sum over the ring is the full sum.

```lean
/-- The uniform ring with the mean hopping is the average of all translates of the
distorted ring. -/
theorem uniform_eq_average (t : ZMod n → ℂ) :
    ringHamiltonian (fun _ : ZMod n => (∑ j, t j) / n) = ∑ k : ZMod n,
      ((1 / n : ℝ) : ℂ) • ((translation k)ᴴ * ringHamiltonian t * translation k) := by
  ext i j
  rw [Matrix.sum_apply]
  simp only [Matrix.smul_apply, translation_conj, smul_eq_mul]
  rw [← Finset.mul_sum]
  have hc : ∀ a b k : ZMod n, (a + k = b + k + 1) ↔ a = b + 1 := by
    intro a b k
    rw [add_right_comm b k 1]
    exact add_left_inj k
  have hsum : ∀ a : ZMod n, ∑ k, t (a + k) = ∑ k, t k :=
    fun a => Equiv.sum_comp (Equiv.addLeft a) t
  have hite : ∀ (c : Prop) [Decidable c] (f : ZMod n → ℂ),
      ∑ k, (if c then f k else 0) = if c then ∑ k, f k else 0 := by
    intro c _ f
    split_ifs <;> simp
  have hstar : star ((∑ k, t k) / (n : ℂ)) = ((1 / n : ℝ) : ℂ) * star (∑ k, t k) := by
    rw [Complex.star_def, map_div₀, Complex.conj_natCast]
    push_cast
    ring
  have hmean : (∑ k, t k) / (n : ℂ) = ((1 / n : ℝ) : ℂ) * ∑ k, t k := by
    push_cast
    ring
  simp only [ringHamiltonian, of_apply, hc, Finset.sum_add_distrib, hite]
  rw [← star_sum, hsum, hsum, hstar, hmean]
  split_ifs <;> ring
```

## The inequality for complex hoppings

Apply the mixing inequality with A_k = H(t), U_k = T_k and w_k = 1/n. The shift formula with M = 1 shows that T_k is unitary. The left side is n equal terms (1/n) E_N(H(t)), so

E_N(H(t)) ≤ E_N(H(t̄, …, t̄)).

Complex hoppings can describe a ring threaded by magnetic flux, which sets the total phase of their product around the ring. The uniform ring with the complex mean may carry a different flux, so this is not in general a comparison at fixed flux.

```lean
/-- For complex hoppings on a ring, the sum of the `N` lowest eigenvalues is at most that of
the ring whose hoppings all equal the complex mean. -/
theorem ringEnergy_le_uniform (t : ZMod n → ℂ) (N : ℕ) (hN : N ≤ n) :
    ringEnergy t N hN ≤ ringEnergy (fun _ : ZMod n => (∑ j, t j) / n) N hN := by
  have hU : ∀ k : ZMod n, (translation k)ᴴ * translation k = 1 := by
    intro k
    ext i j
    have h := translation_conj k 1 i j
    rw [mul_one] at h
    rw [h]
    simp [Matrix.one_apply]
  have h := sum_groundEnergy_le (fun _ : ZMod n => (1 / n : ℝ)) (fun _ => by positivity)
    (fun _ => ring_isHermitian t) hU (ring_isHermitian _) (uniform_eq_average t)
    (hN.trans_eq (ZMod.card n).symm)
  -- all `n` translates have the same energy
  have hn : (n : ℝ) ≠ 0 := Nat.cast_ne_zero.2 (NeZero.ne n)
  have havg : ∀ x : ℝ, Fintype.card (ZMod n) • (1 / (n : ℝ) * x) = x := by
    intro x
    rw [ZMod.card, nsmul_eq_mul, ← mul_assoc, mul_one_div_cancel hn, one_mul]
  rw [Finset.sum_const, Finset.card_univ, havg] at h
  exact h
```

## Real hoppings and the Peierls distortion

The final theorem takes real hoppings `t : ZMod n → ℝ` and a number N ≤ n. It states that `ringEnergy` for these hoppings is at most `ringEnergy` for the constant hopping (Σ_j t_j)/n. The proof identifies the real mean with the complex one and applies the preceding theorem.

The uniform ring of the theorem is the undistorted lattice if hopping varies linearly with bond length and the circumference is fixed. The step from here to a real Peierls instability is the elastic energy: the lattice distorts only if the electrons gain more than the displacement of the atoms costs. The theorem gives neither the size of that gain nor a strict inequality. For a completely filled band, a trace argument that is not formalised here shows that the gain is zero.

```lean
/-- Peierls distortion: for real hoppings on a ring, the sum of the `N` lowest eigenvalues is
at most that of the ring whose hoppings all equal their mean. -/
theorem peierls_distortion (t : ZMod n → ℝ) (N : ℕ) (hN : N ≤ n) :
    ringEnergy (fun j => (t j : ℂ)) N hN
      ≤ ringEnergy (fun _ : ZMod n => (((∑ j, t j) / n : ℝ) : ℂ)) N hN := by
  have h : (fun _ : ZMod n => (((∑ j, t j) / n : ℝ) : ℂ))
      = fun _ => (∑ j, (t j : ℂ)) / n := by
    funext _
    push_cast
    rfl
  rw [h]
  exact ringEnergy_le_uniform _ N hN

end

end PeierlsRing
```

```lean
#print axioms PeierlsRing.peierls_distortion
-- 'PeierlsRing.peierls_distortion' depends on axioms: [propext, Classical.choice, Quot.sound]
```
